# Steady-state Overhauser enhancement in the Solomon model, with coupling factor between −1 and 1/2

A liquid contains a dissolved radical, and microwaves saturate the radical's electron resonance. Electron–nuclear cross-relaxation then shifts the nuclear polarisation \(I\) from its equilibrium value \(I_0\). How large can the shift be, and which sign can it have?

Let the electron polarisation be held at \(S=(1-s)S_0\), where \(s\) is the saturation and \(S_0=-gI_0\) the equilibrium value. For spin-1/2 nuclei at high temperature, \(-g\) is the ratio of electron to nuclear gyromagnetic ratios. The Solomon equation is

\[
\dot I=-\big[(\rho+W)(I-I_0)+\sigma(S-S_0)\big].
\]

Here \(\rho>0\) is the nuclear relaxation rate due to the electron, \(\sigma\) the cross-relaxation rate, and \(W\ge0\) the leakage rate from all other mechanisms. Define the coupling factor \(\xi=\sigma/\rho\) and the leakage factor \(f=\rho/(\rho+W)\). For \(I_0\neq0\), the polarisation is stationary exactly when \(I/I_0=1-\xi fsg\).

## From the rate equation to the enhancement

Since \(S-S_0=-sS_0=sgI_0\) and \(\xi f=\sigma/(\rho+W)\),

\[
\dot I=-(\rho+W)(I-P),\qquad P=I_0(1-\xi fsg).
\]

As \(\rho+W>0\), the rate vanishes only at \(I=P\); dividing by \(I_0\) gives the claim. Moreover, \((I-P)e^{(\rho+W)t}\) has zero derivative, so

\[
I(t)=P+(I(0)-P)e^{-(\rho+W)t}\to P\quad(t\to\infty).
\]

## The range of the coupling factor

Take \(\sigma=5a-c\) and \(\rho=7a+3b+c\), with \(b\ge a\ge0\) and \(c\ge0\). Up to a common prefactor, \(a\) and \(b\) are the dipolar spectral densities at the electron and nuclear frequencies; \(c\) is the scalar contribution. The coefficients 5 and 7 come from replacing the sum and difference frequencies by the electron frequency. Then

\[
\sigma+\rho=12a+3b\ge0,\qquad \rho-2\sigma=3(b-a)+3c\ge0.
\]

Dividing by \(\rho>0\) gives \(-1\le\xi\le1/2\). The lower bound is reached exactly for \(a=b=0\), the upper exactly for \(a=b\), \(c=0\). Any \(x\in[-1,1/2]\) is reached by \(a=b=1+x\), \(c=5-10x\), since then \(\sigma=15x\) and \(\rho=15\).

Let \(0\le s\le1\) and \(g\ge0\); the latter means a nucleus with positive gyromagnetic ratio, such as the proton, because the electron's is negative. Put \(q=fsg\). Then \(0\le q\le g\) and \(-q\le\xi q\le q/2\), hence

\[
1-g/2\le I/I_0\le1+g.
\]

The same argument with purely dipolar coupling, \(c=0\), gives \(0\le\xi\le1/2\) and therefore \(1-g/2\le I/I_0\le1\).

## Rates and factors as real functions

In Lean 4 with Mathlib:

```lean
import Mathlib

open Filter Topology

namespace OverhauserDNP

noncomputable section
```

All quantities are real numbers. `solomonRate` is the right-hand side of the equation of motion, with \(S\) as a prescribed input: the electron has no dynamics of its own here.

```lean
/-- The Solomon rate of change of the nuclear polarisation `I`, with self-relaxation `ρ`,
leakage `W`, cross-relaxation `σ` and electron polarisation `S`. -/
def solomonRate (ρ W σ I₀ S₀ I S : ℝ) : ℝ :=
  -((ρ + W) * (I - I₀) + σ * (S - S₀))

/-- The coupling factor `ξ = σ / ρ`, for `ρ ≠ 0`. -/
def couplingFactor (σ ρ : ℝ) : ℝ := σ / ρ

/-- The leakage factor `f = ρ / (ρ + W)`, for `ρ + W ≠ 0`. -/
def leakageFactor (ρ W : ℝ) : ℝ := ρ / (ρ + W)
```

The next two definitions fix the relaxation model.

```lean
/-- The cross-relaxation rate from a dipolar part `a` at the electron frequency and a
scalar part `c`. -/
def crossRelaxation (a c : ℝ) : ℝ := 5 * a - c

/-- The self-relaxation rate from dipolar parts `a` and `b` at the electron and nuclear
frequencies and a scalar part `c`. -/
def selfRelaxation (a b c : ℝ) : ℝ := 7 * a + 3 * b + c
```

The Lorentzian describes a single correlation time `τ`.

```lean
/-- The Lorentzian spectral density at frequency `ω` for correlation time `τ`. -/
def spectralDensity (τ ω : ℝ) : ℝ := τ / (1 + ω ^ 2 * τ ^ 2)
```

## Stationarity and build-up

The first theorem is the factorised rate. Its step `key` states \(\xi f(\rho+W)=\sigma\), and `linear_combination` inserts it into the Solomon equation.

```lean
/-- For `ρ > 0`, `W ≥ 0`, `S₀ = -g I₀` and electron saturation `s`, the Solomon rate is `-(ρ + W)`
times the deviation of the nuclear polarisation from `I₀ (1 - ξ f s g)`. -/
theorem solomonRate_eq {ρ W : ℝ} (hρ : 0 < ρ) (hW : 0 ≤ W) (σ s g I₀ I : ℝ) :
    solomonRate ρ W σ I₀ (-g * I₀) I ((1 - s) * (-g * I₀)) =
      -(ρ + W) * (I - I₀ * (1 - couplingFactor σ ρ * leakageFactor ρ W * s * g)) := by
  have hk : ρ + W ≠ 0 := by positivity
  -- the product of coupling and leakage factors is σ / (ρ + W)
  have key : couplingFactor σ ρ * leakageFactor ρ W * (ρ + W) = σ := by
    unfold couplingFactor leakageFactor
    field_simp
  unfold solomonRate
  linear_combination (s * g * I₀) * key
```

The equivalence follows by cancelling the nonzero factor \(-(\rho+W)\) and dividing by \(I_0\). The numbers `σ`, `s` and `g` are unrestricted.

```lean
/-- Overhauser enhancement: for `ρ > 0`, `W ≥ 0`, `I₀ ≠ 0`, `S₀ = -g I₀` and electron
polarisation `S = (1 - s) S₀`, the nuclear polarisation is stationary exactly when
`I / I₀ = 1 - ξ f s g`. -/
theorem overhauser_steady_state {ρ W σ s g I₀ S₀ I S : ℝ} (hρ : 0 < ρ) (hW : 0 ≤ W)
    (hI₀ : I₀ ≠ 0) (hS₀ : S₀ = -g * I₀) (hS : S = (1 - s) * S₀) :
    solomonRate ρ W σ I₀ S₀ I S = 0 ↔
      I / I₀ = 1 - couplingFactor σ ρ * leakageFactor ρ W * s * g := by
  have hk : 0 < ρ + W := by positivity
  rw [hS, hS₀, solomonRate_eq hρ hW, mul_eq_zero,
    or_iff_right (neg_ne_zero.mpr hk.ne'), sub_eq_zero, div_eq_iff hI₀, mul_comm I₀]
```

For the time dependence, `hI` says that \(I\) satisfies the equation at every real time. The step `hd` is the vanishing derivative found above, and `hc` equates the conserved quantity at times \(t\) and 0.

```lean
/-- Polarisation build-up: for `ρ > 0`, `W ≥ 0`, `S₀ = -g I₀` and constant electron saturation `s`,
every solution of the Solomon equation approaches `I₀ (1 - ξ f s g)` exponentially at rate `ρ + W`.
-/
theorem polarisation_buildup {ρ W σ s g I₀ : ℝ} (hρ : 0 < ρ) (hW : 0 ≤ W) {I : ℝ → ℝ}
    (hI : ∀ t, HasDerivAt I
      (solomonRate ρ W σ I₀ (-g * I₀) (I t) ((1 - s) * (-g * I₀))) t) (t : ℝ) :
    I t = I₀ * (1 - couplingFactor σ ρ * leakageFactor ρ W * s * g) +
      (I 0 - I₀ * (1 - couplingFactor σ ρ * leakageFactor ρ W * s * g)) *
        Real.exp (-(t * (ρ + W))) := by
  obtain ⟨P, hP⟩ : ∃ P, P = I₀ * (1 - couplingFactor σ ρ * leakageFactor ρ W * s * g) :=
    ⟨_, rfl⟩
  rw [← hP]
  -- the deviation times the growing exponential is a constant of the motion
  have hd : ∀ u, HasDerivAt (fun u => (I u - P) * Real.exp (u * (ρ + W))) 0 u := by
    intro u
    have h := ((hI u).sub_const P).fun_mul (hasDerivAt_mul_const (x := u) (ρ + W)).exp
    refine h.congr_deriv ?_
    rw [solomonRate_eq hρ hW, ← hP]
    ring
  have hc := is_const_of_deriv_eq_zero (fun u => (hd u).differentiableAt)
    (fun u => (hd u).deriv) t 0
  simp only [zero_mul, Real.exp_zero, mul_one] at hc
  have he : Real.exp (t * (ρ + W)) * Real.exp (-(t * (ρ + W))) = 1 := by
    rw [← Real.exp_add, add_neg_cancel, Real.exp_zero]
  linear_combination Real.exp (-(t * (ρ + W))) * hc - (I t - P) * he
```

The limit follows because the exponential tends to zero.

```lean
/-- For `ρ > 0`, `W ≥ 0`, `S₀ = -g I₀` and constant electron saturation `s`, every solution of the
Solomon equation tends to `I₀ (1 - ξ f s g)` at long times. -/
theorem polarisation_tendsto {ρ W σ s g I₀ : ℝ} (hρ : 0 < ρ) (hW : 0 ≤ W) {I : ℝ → ℝ}
    (hI : ∀ t, HasDerivAt I
      (solomonRate ρ W σ I₀ (-g * I₀) (I t) ((1 - s) * (-g * I₀))) t) :
    Tendsto I atTop
      (𝓝 (I₀ * (1 - couplingFactor σ ρ * leakageFactor ρ W * s * g))) := by
  have hk : 0 < ρ + W := by positivity
  have he : Tendsto (fun t : ℝ => Real.exp (-(t * (ρ + W)))) atTop (𝓝 0) :=
    Real.tendsto_exp_neg_atTop_nhds_zero.comp (tendsto_id.atTop_mul_const hk)
  have h := (he.const_mul
    (I 0 - I₀ * (1 - couplingFactor σ ρ * leakageFactor ρ W * s * g))).const_add
    (I₀ * (1 - couplingFactor σ ρ * leakageFactor ρ W * s * g))
  rw [mul_zero, add_zero] at h
  exact h.congr (fun t => (polarisation_buildup hρ hW hI t).symm)
```

## Spectral densities and bounds

The ordering \(b\ge a>0\) holds for a Lorentzian when the electron frequency is at least as large in magnitude as the nuclear one. After cross-multiplication it reduces to \(\omega_I^2\tau^3\le\omega_S^2\tau^3\).

```lean
/-- For a positive correlation time, the Lorentzian spectral density is positive and is no
larger at the electron frequency than at a nuclear frequency of no greater magnitude. -/
theorem spectralDensity_order {τ ωI ωS : ℝ} (hτ : 0 < τ) (hω : |ωI| ≤ |ωS|) :
    0 < spectralDensity τ ωS ∧ spectralDensity τ ωS ≤ spectralDensity τ ωI := by
  have h : ωI ^ 2 ≤ ωS ^ 2 := sq_le_sq.mpr hω
  unfold spectralDensity
  refine ⟨by positivity, ?_⟩
  rw [div_le_div_iff₀ (by positivity) (by positivity)]
  nlinarith [mul_le_mul_of_nonneg_left h (pow_pos hτ 3).le]
```

The bounds theorem takes \(b\ge a\ge0\) as a hypothesis, whatever the spectral density; \(a=b=0\) is purely scalar coupling. Multiplying through by \(\rho\) leaves linear statements, which `linarith` settles. The condition \(\rho>0\) excludes only the case in which all three rates vanish.

```lean
/-- For `b ≥ a ≥ 0`, `c ≥ 0` and `ρ > 0`, the coupling factor lies between `-1` and `1/2`.
It is `-1` exactly when `a = b = 0`, and `1/2` exactly when `a = b` and `c = 0`. -/
theorem couplingFactor_bounds {a b c : ℝ} (ha : 0 ≤ a) (hab : a ≤ b) (hc : 0 ≤ c)
    (hρ : 0 < selfRelaxation a b c) :
    let ξ := couplingFactor (crossRelaxation a c) (selfRelaxation a b c)
    (-1 ≤ ξ ∧ ξ ≤ 1 / 2) ∧ (ξ = -1 ↔ a = 0 ∧ b = 0) ∧ (ξ = 1 / 2 ↔ a = b ∧ c = 0) := by
  unfold selfRelaxation at hρ
  dsimp only [couplingFactor, crossRelaxation, selfRelaxation]
  rw [le_div_iff₀ hρ, div_le_iff₀ hρ, div_eq_iff hρ.ne', div_eq_iff hρ.ne']
  refine ⟨⟨by linarith, by linarith⟩, ⟨fun h => ⟨by linarith, by linarith⟩, ?_⟩,
    ⟨fun h => ⟨by linarith, by linarith⟩, ?_⟩⟩
  · rintro ⟨h₁, h₂⟩
    linarith
  · rintro ⟨h₁, h₂⟩
    linarith
```

The explicit rates show that the whole interval is filled. They are free parameters, not values derived from a particular molecular motion.

```lean
/-- Every `x` between `-1` and `1/2` is the coupling factor for the non-negative rates
`a = b = 1 + x` and `c = 5 - 10 x`, whose self-relaxation rate is positive. -/
theorem couplingFactor_attained {x : ℝ} (h₁ : -1 ≤ x) (h₂ : x ≤ 1 / 2) :
    0 ≤ 1 + x ∧ 0 ≤ 5 - 10 * x ∧ 0 < selfRelaxation (1 + x) (1 + x) (5 - 10 * x) ∧
      couplingFactor (crossRelaxation (1 + x) (5 - 10 * x))
        (selfRelaxation (1 + x) (1 + x) (5 - 10 * x)) = x := by
  have hρ : selfRelaxation (1 + x) (1 + x) (5 - 10 * x) = 15 := by
    unfold selfRelaxation
    ring
  refine ⟨by linarith, by linarith, by rw [hρ]; norm_num, ?_⟩
  rw [hρ]
  unfold couplingFactor crossRelaxation
  ring
```

The last theorem combines the steady state with the bounds on \(\xi\); `hq₀` and `hq₁` are \(0\le q\le g\).

```lean
/-- For `b ≥ a ≥ 0`, `c ≥ 0`, `ρ > 0`, `W ≥ 0`, `I₀ ≠ 0`, `S₀ = -g I₀` with `g ≥ 0`, and saturation
`0 ≤ s ≤ 1`, the steady-state enhancement `I / I₀` lies between `1 - g/2` and `1 + g`. -/
theorem enhancement_bounds {a b c W s g I₀ I : ℝ} (ha : 0 ≤ a) (hab : a ≤ b) (hc : 0 ≤ c)
    (hρ : 0 < selfRelaxation a b c) (hW : 0 ≤ W) (hI₀ : I₀ ≠ 0) (hg : 0 ≤ g)
    (hs₀ : 0 ≤ s) (hs₁ : s ≤ 1)
    (h : solomonRate (selfRelaxation a b c) W (crossRelaxation a c) I₀ (-g * I₀) I
      ((1 - s) * (-g * I₀)) = 0) :
    1 - g / 2 ≤ I / I₀ ∧ I / I₀ ≤ 1 + g := by
  rw [(overhauser_steady_state hρ hW hI₀ rfl rfl).mp h]
  obtain ⟨⟨hl, hu⟩, -⟩ := couplingFactor_bounds ha hab hc hρ
  have hf₀ : 0 ≤ leakageFactor (selfRelaxation a b c) W :=
    div_nonneg hρ.le (by linarith)
  have hf₁ : leakageFactor (selfRelaxation a b c) W ≤ 1 := by
    unfold leakageFactor
    rw [div_le_one (by linarith)]
    linarith
  generalize couplingFactor (crossRelaxation a c) (selfRelaxation a b c) = ξ at *
  generalize leakageFactor (selfRelaxation a b c) W = f at *
  -- leakage and incomplete saturation only reduce the effective ratio g
  have hfs : f * s ≤ 1 := by nlinarith [mul_nonneg hf₀ (sub_nonneg.mpr hs₁)]
  have hq₀ : 0 ≤ f * s * g := by positivity
  have hq₁ : f * s * g ≤ g := by nlinarith [mul_nonneg hg (sub_nonneg.mpr hfs)]
  have hlow := mul_le_mul_of_nonneg_right hl hq₀
  have hupp := mul_le_mul_of_nonneg_right hu hq₀
  have hassoc : ξ * f * s * g = ξ * (f * s * g) := by ring
  rw [hassoc]
  constructor <;> linarith

end

end OverhauserDNP
```

In simulations of Overhauser polarisation that use this one-nucleus model with prescribed saturation, a coupling factor outside \([-1,1/2]\) shows that the computed rates violate an assumption made here.

```lean
#print axioms OverhauserDNP.overhauser_steady_state
#print axioms OverhauserDNP.spectralDensity_order
#print axioms OverhauserDNP.couplingFactor_attained
#print axioms OverhauserDNP.enhancement_bounds
```

```
'OverhauserDNP.overhauser_steady_state' depends on axioms: [propext, Classical.choice, Quot.sound]
'OverhauserDNP.spectralDensity_order' depends on axioms: [propext, Classical.choice, Quot.sound]
'OverhauserDNP.couplingFactor_attained' depends on axioms: [propext, Classical.choice, Quot.sound]
'OverhauserDNP.enhancement_bounds' depends on axioms: [propext, Classical.choice, Quot.sound]
```
